# Aufbau filling minimises the energy of non-interacting fermions at fractional particle number

To compute the lowest energy of non-interacting fermions at a fractional mean particle number, one diagonalises the one-particle Hamiltonian, fills the lowest orbitals and puts the remaining fraction into the next one. In a finite orthonormal basis, no ensemble one-particle density matrix with the same particle number has a lower energy.

In Lean 4 with Mathlib:

```lean
import Mathlib

open Matrix
open scoped ComplexOrder Topology

noncomputable section

namespace FractionalParticleNumber

variable {L : ℕ} {h : Matrix (Fin L) (Fin L) ℂ}

/-- The one-particle levels of a Hermitian matrix, in increasing order and counted with
multiplicity; the lowest level has index zero. -/
def level (hh : h.IsHermitian) (k : Fin L) : ℝ :=
  hh.eigenvalues (Tuple.sort hh.eigenvalues k)

/-- The matrix whose columns are orthonormal eigenvectors, in the order of the levels. -/
def orbitals (hh : h.IsHermitian) : Matrix (Fin L) (Fin L) ℂ :=
  (hh.eigenvectorUnitary : Matrix (Fin L) (Fin L) ℂ).submatrix id (Tuple.sort hh.eigenvalues)

/-- The occupation of the `k`-th orbital of `h` in the density matrix `γ`. -/
def occupation (hh : h.IsHermitian) (γ : Matrix (Fin L) (Fin L) ℂ) (k : Fin L) : ℝ :=
  (((orbitals hh)ᴴ * γ * orbitals hh) k k).re

/-- An ensemble one-particle density matrix with real mean particle number `x`:
`0 ≤ γ ≤ 1` and `tr γ = x`. -/
structure IsEnsembleDensity (γ : Matrix (Fin L) (Fin L) ℂ) (x : ℝ) : Prop where
  pos : γ.PosSemidef
  pauli : (1 - γ).PosSemidef
  number : γ.trace = (x : ℂ)

/-- The energies `tr (γ h)` attainable at mean particle number `x`. -/
def energies (h : Matrix (Fin L) (Fin L) ℂ) (x : ℝ) : Set ℝ :=
  {E | ∃ γ, IsEnsembleDensity γ x ∧ (γ * h).trace = (E : ℂ)}

/-- The infimum of the attainable energies, for Hermitian `h` and `0 ≤ x ≤ L`. -/
def groundEnergy (h : Matrix (Fin L) (Fin L) ℂ) (x : ℝ) : ℝ := sInf (energies h x)

/-- Aufbau occupations: one below the frontier level `N`, `w` on it, zero above it. -/
def aufbauOcc (N : Fin L) (w : ℝ) (k : Fin L) : ℝ :=
  if k < N then 1 else if k = N then w else 0

/-- A sum weighted with the aufbau occupations is the sum over the levels below the frontier
plus `w` times the frontier term. -/
theorem sum_aufbauOcc (N : Fin L) (w : ℝ) (f : Fin L → ℝ) :
    ∑ k, aufbauOcc N w k * f k = ∑ k ∈ Finset.Iio N, f k + w * f N := by
  have hI : Finset.Iio N = Finset.univ.filter (fun k => k < N) := by ext k; simp
  have hs : ∀ k, aufbauOcc N w k * f k
      = (if k < N then f k else 0) + (if k = N then w * f k else 0) := by
    intro k
    rcases lt_trichotomy k N with hk | hk | hk
    · simp [aufbauOcc, hk, hk.ne]
    · simp [aufbauOcc, hk]
    · simp [aufbauOcc, not_lt_of_ge hk.le, hk.ne']
  rw [Finset.sum_congr rfl (fun k _ => hs k), Finset.sum_add_distrib, hI, Finset.sum_filter]
  simp

/-- The ordered orbitals form a complete orthonormal set. -/
theorem orbitals_complete (hh : h.IsHermitian) : orbitals hh * (orbitals hh)ᴴ = 1 := by
  have hC : (orbitals hh)ᴴ = ((hh.eigenvectorUnitary : Matrix (Fin L) (Fin L) ℂ)ᴴ).submatrix
      (Tuple.sort hh.eigenvalues) id := rfl
  rw [hC, orbitals, Matrix.submatrix_mul_equiv, Matrix.submatrix_id_id]
  exact Matrix.mem_unitaryGroup_iff.mp hh.eigenvectorUnitary.2

/-- A Hermitian matrix is diagonal in its ordered orbitals, with the levels on the diagonal. -/
theorem spectral_form (hh : h.IsHermitian) :
    h = orbitals hh * diagonal (fun k => (level hh k : ℂ)) * (orbitals hh)ᴴ := by
  have hs := hh.spectral_theorem
  rw [Unitary.conjStarAlgAut_apply] at hs
  have hE : diagonal (fun k => (level hh k : ℂ))
      = (diagonal (fun i => (hh.eigenvalues i : ℂ))).submatrix
        (Tuple.sort hh.eigenvalues) (Tuple.sort hh.eigenvalues) :=
    (Matrix.submatrix_diagonal_equiv (fun i => (hh.eigenvalues i : ℂ))
      (Tuple.sort hh.eigenvalues)).symm
  have hC : (orbitals hh)ᴴ = ((hh.eigenvectorUnitary : Matrix (Fin L) (Fin L) ℂ)ᴴ).submatrix
      (Tuple.sort hh.eigenvalues) id := rfl
  rw [hE, hC, orbitals, Matrix.submatrix_mul_equiv, Matrix.submatrix_mul_equiv,
    Matrix.submatrix_id_id]
  exact hs

/-- The energy `tr (γ h)` is the sum of the levels weighted with the diagonal elements of `γ`
in the orbitals of the Hermitian matrix `h`. -/
theorem energy_eq_sum (hh : h.IsHermitian) (γ : Matrix (Fin L) (Fin L) ℂ) :
    (γ * h).trace = ∑ k, ((orbitals hh)ᴴ * γ * orbitals hh) k k * (level hh k : ℂ) := by
  calc (γ * h).trace
      = (γ * (orbitals hh * diagonal (fun k => (level hh k : ℂ)) * (orbitals hh)ᴴ)).trace :=
        congrArg (fun A => (γ * A).trace) (spectral_form hh)
    _ = ((orbitals hh)ᴴ * γ * orbitals hh * diagonal (fun k => (level hh k : ℂ))).trace := by
        rw [← Matrix.mul_assoc, Matrix.trace_mul_comm]
        simp only [Matrix.mul_assoc]
    _ = _ := by simp only [Matrix.trace, Matrix.diag_apply, Matrix.mul_diagonal]

/-- Pauli principle: in an ensemble density matrix every orbital occupation lies between
zero and one. -/
theorem occupation_bounds (hh : h.IsHermitian) {γ : Matrix (Fin L) (Fin L) ℂ} {x : ℝ}
    (hγ : IsEnsembleDensity γ x) (k : Fin L) :
    0 ≤ occupation hh γ k ∧ occupation hh γ k ≤ 1 := by
  have h0 := (hγ.pos.conjTranspose_mul_mul_same (orbitals hh)).diag_nonneg (i := k)
  have h1 := (hγ.pauli.conjTranspose_mul_mul_same (orbitals hh)).diag_nonneg (i := k)
  rw [Matrix.mul_sub, Matrix.sub_mul, Matrix.mul_one, mul_eq_one_comm.mp (orbitals_complete hh),
    Matrix.sub_apply, Matrix.one_apply_eq] at h1
  have h2 := (Complex.nonneg_iff.mp h1).1
  rw [Complex.sub_re, Complex.one_re] at h2
  exact ⟨(Complex.nonneg_iff.mp h0).1, sub_nonneg.mp h2⟩

/-- For Hermitian `h` and mean particle number `N + w`, subtract from the energy the sum of the `N`
lowest levels plus `w` times the next level. The result is a sum over orbitals of nonnegative terms:
the occupation minus its `aufbauOcc` value, times the level minus the frontier level. -/
theorem energy_excess (hh : h.IsHermitian) (N : Fin L) (w : ℝ)
    {γ : Matrix (Fin L) (Fin L) ℂ} (hγ : IsEnsembleDensity γ (((N : ℕ) : ℝ) + w)) :
    (γ * h).trace.re - (∑ k ∈ Finset.Iio N, level hh k + w * level hh N)
      = ∑ k, (occupation hh γ k - aufbauOcc N w k) * (level hh k - level hh N) ∧
    ∀ k, 0 ≤ (occupation hh γ k - aufbauOcc N w k) * (level hh k - level hh N) := by
  constructor
  · -- both sets of occupations add up to the same particle number
    have ht : ((orbitals hh)ᴴ * γ * orbitals hh).trace = γ.trace := by
      rw [Matrix.trace_mul_comm, ← Matrix.mul_assoc, orbitals_complete, Matrix.one_mul]
    have hn : ∑ k, occupation hh γ k = ((N : ℕ) : ℝ) + w := by
      have h1 := congrArg Complex.re (ht.trans hγ.number)
      rw [Matrix.trace, Complex.re_sum, Complex.ofReal_re] at h1
      exact h1
    have ho : ∑ k, aufbauOcc N w k = ((N : ℕ) : ℝ) + w := by
      simpa using sum_aufbauOcc N w (fun _ => 1)
    have he : (γ * h).trace.re = ∑ k, occupation hh γ k * level hh k := by
      rw [energy_eq_sum hh γ, Complex.re_sum]
      exact Finset.sum_congr rfl (fun k _ => Complex.re_mul_ofReal _ _)
    have hx : ∑ k, (occupation hh γ k - aufbauOcc N w k) * (level hh k - level hh N)
        = ∑ k, occupation hh γ k * level hh k - ∑ k, aufbauOcc N w k * level hh k
          - level hh N * (∑ k, occupation hh γ k - ∑ k, aufbauOcc N w k) := by
      rw [← Finset.sum_sub_distrib, ← Finset.sum_sub_distrib, Finset.mul_sum,
        ← Finset.sum_sub_distrib]
      exact Finset.sum_congr rfl (fun k _ => by ring)
    rw [hx, hn, ho, he, sum_aufbauOcc]
    ring
  · intro k
    have hm : Monotone (level hh) := Tuple.monotone_sort hh.eigenvalues
    obtain ⟨h0, h1⟩ := occupation_bounds hh hγ k
    rcases lt_trichotomy k N with hk | hk | hk
    · have ha : aufbauOcc N w k = 1 := by simp [aufbauOcc, hk]
      rw [ha]
      exact mul_nonneg_of_nonpos_of_nonpos (by linarith) (by linarith [hm hk.le])
    · simp [hk]
    · have ha : aufbauOcc N w k = 0 := by simp [aufbauOcc, not_lt_of_ge hk.le, hk.ne']
      rw [ha]
      exact mul_nonneg (by linarith) (by linarith [hm hk.le])

/-- For Hermitian `h`, `N < L` and `0 ≤ w ≤ 1`, the minimum of `tr (γ h)` at mean particle
number `N + w` is the sum of the `N` lowest levels plus `w` times the next level. -/
theorem isLeast_energy (hh : h.IsHermitian) (N : Fin L) {w : ℝ} (h0 : 0 ≤ w) (h1 : w ≤ 1) :
    IsLeast (energies h (((N : ℕ) : ℝ) + w))
      (∑ k ∈ Finset.Iio N, level hh k + w * level hh N) := by
  have hU := orbitals_complete hh
  have hU' := mul_eq_one_comm.mp hU
  have hb : ∀ k, 0 ≤ aufbauOcc N w k ∧ aufbauOcc N w k ≤ 1 := by
    intro k
    unfold aufbauOcc
    split_ifs <;> constructor <;> linarith
  constructor
  · -- fill the orbitals according to the aufbau occupations
    let D : Matrix (Fin L) (Fin L) ℂ := diagonal (fun k => (aufbauOcc N w k : ℂ))
    have hD : (orbitals hh)ᴴ * (orbitals hh * D * (orbitals hh)ᴴ) * orbitals hh = D := by
      calc _ = ((orbitals hh)ᴴ * orbitals hh) * D * ((orbitals hh)ᴴ * orbitals hh) := by
            simp only [Matrix.mul_assoc]
        _ = D := by rw [hU', Matrix.one_mul, Matrix.mul_one]
    refine ⟨orbitals hh * D * (orbitals hh)ᴴ, ⟨?_, ?_, ?_⟩, ?_⟩
    · refine Matrix.PosSemidef.mul_mul_conjTranspose_same ?_ _
      exact Matrix.posSemidef_diagonal_iff.mpr
        (fun k => Complex.zero_le_real.mpr (hb k).1)
    · have hp : (1 - D).PosSemidef := by
        have hd : 1 - D = diagonal (fun k => ((1 - aufbauOcc N w k : ℝ) : ℂ)) := by
          ext i j
          by_cases hij : i = j
          · subst hij; simp [D]
          · simp [D, hij]
        rw [hd]
        exact Matrix.posSemidef_diagonal_iff.mpr
          (fun k => Complex.zero_le_real.mpr (sub_nonneg.mpr (hb k).2))
      have hq := hp.mul_mul_conjTranspose_same (orbitals hh)
      rwa [Matrix.mul_sub, Matrix.sub_mul, Matrix.mul_one, hU] at hq
    · have ho : ∑ k, aufbauOcc N w k = ((N : ℕ) : ℝ) + w := by
        simpa using sum_aufbauOcc N w (fun _ => 1)
      rw [Matrix.trace_mul_comm, ← Matrix.mul_assoc, hU', Matrix.one_mul,
        Matrix.trace_diagonal, ← Complex.ofReal_sum, ho]
    · rw [energy_eq_sum hh, hD, ← sum_aufbauOcc N w (level hh)]
      simp [D]
  · -- no density matrix lies below, since the excess is nonnegative
    rintro E ⟨γ, hγ, hE⟩
    obtain ⟨he, hp⟩ := energy_excess hh N w hγ
    have hs := Finset.sum_nonneg (fun k (_ : k ∈ Finset.univ) => hp k)
    rw [hE, Complex.ofReal_re] at he
    linarith

/-- For Hermitian `h`, the energy of a density matrix with mean particle number `N + w` equals the
sum of the `N` lowest levels plus `w` times the next level exactly when all levels strictly below
the frontier energy are full and all strictly above it are empty. -/
theorem energy_eq_iff (hh : h.IsHermitian) (N : Fin L) (w : ℝ)
    {γ : Matrix (Fin L) (Fin L) ℂ} (hγ : IsEnsembleDensity γ (((N : ℕ) : ℝ) + w)) :
    (γ * h).trace.re = ∑ k ∈ Finset.Iio N, level hh k + w * level hh N ↔
      ∀ k, (level hh k < level hh N → occupation hh γ k = 1) ∧
        (level hh N < level hh k → occupation hh γ k = 0) := by
  have hm : Monotone (level hh) := Tuple.monotone_sort hh.eigenvalues
  obtain ⟨he, hp⟩ := energy_excess hh N w hγ
  have hlo : ∀ k, level hh k < level hh N → aufbauOcc N w k = 1 := by
    intro k hk
    simp [aufbauOcc, hm.reflect_lt hk]
  have hhi : ∀ k, level hh N < level hh k → aufbauOcc N w k = 0 := by
    intro k hk
    have hk' := hm.reflect_lt hk
    simp [aufbauOcc, not_lt_of_ge hk'.le, hk'.ne']
  rw [← sub_eq_zero, he, Finset.sum_eq_zero_iff_of_nonneg (fun k _ => hp k)]
  constructor
  · intro hz k
    have hk := mul_eq_zero.mp (hz k (Finset.mem_univ k))
    constructor
    · intro hl
      rcases hk with hk | hk
      · linarith [hlo k hl]
      · linarith
    · intro hl
      rcases hk with hk | hk
      · linarith [hhi k hl]
      · linarith
  · intro hz k _
    rcases lt_trichotomy (level hh k) (level hh N) with hl | hl | hl
    · rw [(hz k).1 hl, hlo k hl, sub_self, zero_mul]
    · rw [hl, sub_self, mul_zero]
    · rw [(hz k).2 hl, hhi k hl, sub_self, zero_mul]

/-- For Hermitian `h` and `0 < w < 1`, the derivative of the ground energy with respect to
particle number at `N + w` is the frontier level. -/
theorem hasDerivAt_groundEnergy (hh : h.IsHermitian) (N : Fin L) {w : ℝ}
    (h0 : 0 < w) (h1 : w < 1) :
    HasDerivAt (groundEnergy h) (level hh N) (((N : ℕ) : ℝ) + w) := by
  have hl : HasDerivAt
      (fun x : ℝ => ∑ k ∈ Finset.Iio N, level hh k + (x - ((N : ℕ) : ℝ)) * level hh N)
      (level hh N) (((N : ℕ) : ℝ) + w) := by
    simpa using (((hasDerivAt_id (((N : ℕ) : ℝ) + w)).sub_const ((N : ℕ) : ℝ)).mul_const
      (level hh N)).const_add (∑ k ∈ Finset.Iio N, level hh k)
  -- between consecutive integers the ground energy is this linear function
  refine hl.congr_of_eventuallyEq ?_
  have hI : Set.Ioo ((N : ℕ) : ℝ) (((N : ℕ) : ℝ) + 1) ∈ 𝓝 (((N : ℕ) : ℝ) + w) :=
    Ioo_mem_nhds (by linarith) (by linarith)
  filter_upwards [hI] with x hx
  have hmin := (isLeast_energy hh N (w := x - ((N : ℕ) : ℝ))
    (by linarith [hx.1]) (by linarith [hx.2])).csInf_eq
  have hxN : ((N : ℕ) : ℝ) + (x - ((N : ℕ) : ℝ)) = x := by ring
  rw [hxN] at hmin
  exact hmin

end FractionalParticleNumber
```

```lean
#print axioms FractionalParticleNumber.energy_excess
-- 'FractionalParticleNumber.energy_excess' depends on axioms: [propext, Classical.choice, Quot.sound]
#print axioms FractionalParticleNumber.energy_eq_iff
-- 'FractionalParticleNumber.energy_eq_iff' depends on axioms: [propext, Classical.choice, Quot.sound]
#print axioms FractionalParticleNumber.hasDerivAt_groundEnergy
-- 'FractionalParticleNumber.hasDerivAt_groundEnergy' depends on axioms: [propext, Classical.choice, Quot.sound]
```

## Levels, occupations and the minimum

An open system, such as a molecule exchanging electrons with a reservoir, can hold $N+w$ particles on average, with $N$ an integer and $0\le w\le 1$. Let $h$ be its Hermitian $L\times L$ one-particle Hamiltonian, with levels $\varepsilon_0\le\dots\le\varepsilon_{L-1}$. The theorem `isLeast_energy` states that the lowest energy is

$$E(N+w)=\sum_{k<N}\varepsilon_k+w\,\varepsilon_N .$$

Counting starts at zero, so `N : Fin L` is both the number of levels below the frontier and the index of the frontier level. It also enforces $N<L$; the full system is $N=L-1$, $w=1$. `IsLeast` says that the value is attained and that no attainable energy lies below it.

The competitors are the matrices $\gamma$ satisfying `IsEnsembleDensity`: $\gamma$ and $1-\gamma$ are positive semidefinite, which includes being Hermitian, and $\operatorname{tr}\gamma$ is the particle number, not one as for a statistical operator. The condition on $1-\gamma$ is the Pauli principle, with at most one particle per spin orbital. That these matrices are the one-particle density matrices of mixed many-fermion states is the step from model to physics that the definition takes for granted.

In density functional theory, $E$ is the energy of a non-interacting reference system with $h$ held fixed; the self-consistent dependence of $h$ on the density is absent.

## Why no other filling is lower

Let the columns $c_k$ of $C$ (`orbitals`) be the ordered orthonormal eigenvectors. Then $h=C\,\mathrm{diag}(\varepsilon)\,C^\dagger$ (`spectral_form`), and cyclicity of the trace gives (`energy_eq_sum`)

$$\operatorname{tr}(\gamma h)=\sum_k n_k\varepsilon_k,\qquad n_k=c_k^\dagger\gamma c_k .$$

Positivity of $\gamma$ gives $n_k\ge 0$, and positivity of $1-\gamma$ gives $1-n_k=c_k^\dagger(1-\gamma)c_k\ge 0$ (`occupation_bounds`).

Let $o_k$ (`aufbauOcc`) be $1$ for $k<N$, $w$ for $k=N$ and $0$ for $k>N$. Both sets of occupations sum to $N+w$, so subtracting $\varepsilon_N\sum_k(n_k-o_k)=0$ changes nothing:

$$\operatorname{tr}(\gamma h)-\sum_k o_k\varepsilon_k=\sum_k(n_k-o_k)(\varepsilon_k-\varepsilon_N).$$

Below the frontier both factors are nonpositive, at $k=N$ the term vanishes, and above it both are nonnegative. This is `energy_excess`, whose case split on `lt_trichotomy k N` follows these three cases.

The bound is attained by $\gamma=C\,\mathrm{diag}(o)\,C^\dagger$. Since $0\le o_k\le1$, both this matrix and $1-\gamma=C\,\mathrm{diag}(1-o)\,C^\dagger$ are positive semidefinite; its trace is $N+w$ and its energy is $\sum_k o_k\varepsilon_k$.

A sum of nonnegative terms vanishes only if each term does. Hence `energy_eq_iff`: the aufbau energy is reached exactly when levels strictly below $\varepsilon_N$ are full and those strictly above it are empty. Orbitals degenerate with the frontier may share their particles.

For $x$ between $N$ and $N+1$, the minimum is $\sum_{k<N}\varepsilon_k+(x-N)\varepsilon_N$, with slope $\varepsilon_N$. `hasDerivAt_groundEnergy` transfers this derivative to `groundEnergy`, which agrees with the linear function near $N+w$ when $0<w<1$.

## One permutation for levels and orbitals

The sign argument uses increasing levels. `Tuple.sort hh.eigenvalues` is a permutation that puts Mathlib's eigenvalues in that order, and `Tuple.monotone_sort` supplies the inequalities. The same permutation reorders the eigenvector columns, so each level keeps its orbital; `Matrix.submatrix_mul_equiv` then cancels the reordering inside the matrix products, which reduces `spectral_form` to Mathlib's spectral theorem.

## A dimer with one and a half particles

For fermions in a single spin state on two sites, take $h=\begin{pmatrix}0&-1\\-1&0\end{pmatrix}$, with levels $-1$ and $1$ and orbitals $(1,\pm1)/\sqrt2$. For $N=1$, $w=\tfrac12$ the minimum is $-1+\tfrac12=-\tfrac12$, attained by

$$\gamma=\begin{pmatrix}3/4&1/4\\1/4&3/4\end{pmatrix}.$$

The localised choice $\mathrm{diag}(1,\tfrac12)$ has energy $0$. Its occupations are $n_0=n_1=\tfrac34$, and the excess formula gives $(\tfrac34-1)(-1-1)=\tfrac12$, as it should.
